# Bounds on the change of the ZORA Hamiltonian under a constant potential shift

Adding a constant $\Delta>0$ to the potential changes the ZORA Hamiltonian $H$ by at least $\Delta(1+X(0)^\dagger X(0))$ and at most $\Delta(1+X(\Delta)^\dagger X(\Delta))$, provided the shifted potential stays below $2c^2$. In this finite matrix model,

$$H(d)=V+d+c^2P^\dagger R(d)P,\qquad X(d)=c\,R(d)P,$$

where $R(d)$ is diagonal with entries $r_i(d)=(2c^2-W_i-d)^{-1}$. The matrix $P$ stands for $\boldsymbol\sigma\cdot\mathbf p$ from the large- to the small-component basis. $V$ is the matrix of the potential in the large-component basis. The small-component basis is chosen so that the potential is diagonal in it, with real entries $W_i$, and $d$ is the constant shift. ZORA is the zeroth-order regular approximation to the Dirac equation, $c$ is the speed of light, and the electron mass and $\hbar$ are set to 1. Inequalities between matrices are in the Loewner order: $A\le B$ means that $B-A$ is positive semidefinite.

## Derivation from the resolvent identity

Take shifts $d\le e$ with $W_i+e<2c^2$ for all $i$; the opening claim is $d=0$, $e=\Delta$. Putting the two fractions over a common denominator gives

$$r_i(e)-r_i(d)=(e-d)\,r_i(d)\,r_i(e).$$

$V$ cancels in the difference of the Hamiltonians, and since $R$ is real and diagonal,

$$H(e)-H(d)=(e-d)\bigl(1+c^2P^\dagger R(d)R(e)P\bigr)=(e-d)\bigl(1+X(d)^\dagger X(e)\bigr).$$

All denominators are positive and shrink as the shift grows, so $0<r_i(d)\le r_i(e)$ and

$$r_i(d)^2\le r_i(d)\,r_i(e)\le r_i(e)^2.$$

For real weights $f_i$, $x^\dagger P^\dagger fPx=\sum_i f_i|(Px)_i|^2$, which grows with each $f_i$. Inserting the three weights, multiplied by $c^2$, gives

$$(e-d)(1+X(d)^\dagger X(d))\le H(e)-H(d)\le(e-d)(1+X(e)^\dagger X(e)).$$

For a normalised state $x$, the expectation value therefore moves by

$$(e-d)\Bigl(1+\sum_i c^2r_i(d)r_i(e)\,|(Px)_i|^2\Bigr).$$

The sum, times $e-d$, is the kinetic gauge error. If $c\ne0$ and $d<e$, every weight is positive, and the error vanishes exactly when $Px=0$.

## The shift on a quadrature grid

Suppose a code integrates the ZORA kinetic energy numerically, with the full local potential $v(\mathbf r)$ in the factor $c^2/(2c^2-v)$ at each grid point. A constant added to $v$ then enters this factor as well as the potential matrix. If the factor is built from a fixed model potential instead, the constant does not enter it and the formulas here do not describe the shift. With positive quadrature weights $w_g$ and two-component basis functions $\chi_k$ that are orthonormal in the integration used for the potential matrix, the model applies with $i=(g,s)$, $W_i=v(\mathbf r_g)$ and $P_{ik}=\sqrt{w_g}\,(\boldsymbol\sigma\cdot\mathbf p\,\chi_k)_s(\mathbf r_g)$, where $s$ labels the spin component. Building the matrix with and without the shift, and subtracting the constant times the identity, exposes the gauge error.

## The model in Lean

The finite types `n` and `m` index the large- and small-component bases, both taken as orthonormal.

```lean
import Mathlib

open Matrix
open scoped ComplexOrder

namespace ZoraGaugeShift

noncomputable section

variable {m n : Type*} [Fintype m] [DecidableEq m] [DecidableEq n]
```

The function `resolvent` is $r_i(d)$.

```lean
/-- The diagonal entries of `(2c² - W - d)⁻¹`, for potentials and shifts with
`2c² - W i - d ≠ 0`. -/
def resolvent (c : ℝ) (W : m → ℝ) (d : ℝ) (i : m) : ℝ := (2 * c ^ 2 - W i - d)⁻¹
```

`zora` is $H(d)$. Nothing in the definition ties `V` to `W`, and `P` is an arbitrary rectangular matrix.

```lean
/-- The ZORA Hamiltonian `V + d + c² P† (2c² - W - d)⁻¹ P` at constant shift `d`,
for `2c² - W i - d ≠ 0`. -/
def zora (c : ℝ) (V : Matrix n n ℂ) (W : m → ℝ) (P : Matrix m n ℂ) (d : ℝ) :
    Matrix n n ℂ :=
  V + (d : ℂ) • (1 : Matrix n n ℂ) +
    (c : ℂ) ^ 2 • (Pᴴ * diagonal (fun i => (resolvent c W d i : ℂ)) * P)
```

`smallComponent` is $X(d)$, which builds the approximate small component from the large one.

```lean
/-- The map `X(d) = c (2c² - W - d)⁻¹ P` from the large to the small component,
for `2c² - W i - d ≠ 0`. -/
def smallComponent (c : ℝ) (W : m → ℝ) (P : Matrix m n ℂ) (d : ℝ) : Matrix m n ℂ :=
  (c : ℂ) • (diagonal (fun i => (resolvent c W d i : ℂ)) * P)
```

The next theorem confirms that $d$ means a common shift of both potentials.

```lean
/-- Adding the constant `d` to both potentials `V` and `W` gives the Hamiltonian at shift `d`. -/
theorem zora_shifted_potentials (c : ℝ) (V : Matrix n n ℂ) (W : m → ℝ)
    (P : Matrix m n ℂ) (d : ℝ) :
    zora c (V + (d : ℂ) • (1 : Matrix n n ℂ)) (fun i => W i + d) P 0 = zora c V W P d := by
  simp [zora, resolvent, sub_sub]
```

Hermiticity of $V$ is needed only to make $H$ Hermitian.

```lean
/-- The ZORA Hamiltonian is Hermitian when the potential `V` is Hermitian. -/
theorem zora_isHermitian (c : ℝ) {V : Matrix n n ℂ} (hV : V.IsHermitian) (W : m → ℝ)
    (P : Matrix m n ℂ) (d : ℝ) : (zora c V W P d).IsHermitian := by
  have hD : (diagonal (fun i => (resolvent c W d i : ℂ)))ᴴ =
      diagonal (fun i => (resolvent c W d i : ℂ)) := by
    rw [diagonal_conjTranspose]
    congr 1
    funext i
    simp
  unfold Matrix.IsHermitian
  simp only [zora, conjTranspose_add, conjTranspose_smul, conjTranspose_mul,
    conjTranspose_conjTranspose, conjTranspose_one, hD, hV.eq, star_pow,
    Complex.star_def, Complex.conj_ofReal, Matrix.mul_assoc]
```

## Exact difference and operator bounds

Every product $X(a)^\dagger X(b)$ is put in the form $P^\dagger fP$, by comparing matrix entries.

```lean
omit [DecidableEq n] in
/-- The overlap `X(a)† X(b)` is `P† f P` with the real diagonal weight
`f = c² (2c² - W - a)⁻¹ (2c² - W - b)⁻¹`. -/
theorem smallComponent_overlap (c : ℝ) (W : m → ℝ) (P : Matrix m n ℂ) (a b : ℝ) :
    (smallComponent c W P a)ᴴ * smallComponent c W P b =
      Pᴴ * diagonal (fun i =>
        ((c ^ 2 * (resolvent c W a i * resolvent c W b i) : ℝ) : ℂ)) * P := by
  ext j k
  rw [Matrix.mul_apply, Matrix.mul_apply]
  refine Finset.sum_congr rfl fun i _ => ?_
  simp only [smallComponent, conjTranspose_apply, Matrix.smul_apply, diagonal_mul,
    mul_diagonal, smul_eq_mul, Complex.star_def, map_mul, Complex.conj_ofReal]
  push_cast
  ring
```

The exact difference needs only nonzero denominators. In the proof, `hr` is the scalar resolvent identity, `hc` carries it to the complex numbers, and `key` sums it over the small-component index.

```lean
/-- The exact change of the ZORA Hamiltonian between two shifts `d` and `e` at which all
denominators `2c² - W i - d` and `2c² - W i - e` are nonzero: `H(e) - H(d) = (e - d) (1 + X(d)†
X(e))`. -/
theorem zora_sub (c : ℝ) (V : Matrix n n ℂ) (W : m → ℝ) (P : Matrix m n ℂ) (d e : ℝ)
    (hd : ∀ i, 2 * c ^ 2 - W i - d ≠ 0) (he : ∀ i, 2 * c ^ 2 - W i - e ≠ 0) :
    zora c V W P e - zora c V W P d =
      ((e : ℂ) - d) • (1 + (smallComponent c W P d)ᴴ * smallComponent c W P e) := by
  rw [smallComponent_overlap]
  ext j k
  have key : (c : ℂ) ^ 2 * (Pᴴ * diagonal (fun i => (resolvent c W e i : ℂ)) * P) j k -
      (c : ℂ) ^ 2 * (Pᴴ * diagonal (fun i => (resolvent c W d i : ℂ)) * P) j k =
      ((e : ℂ) - d) * (Pᴴ * diagonal (fun i =>
        ((c ^ 2 * (resolvent c W d i * resolvent c W e i) : ℝ) : ℂ)) * P) j k := by
    rw [Matrix.mul_apply, Matrix.mul_apply, Matrix.mul_apply, Finset.mul_sum,
      Finset.mul_sum, Finset.mul_sum, ← Finset.sum_sub_distrib]
    refine Finset.sum_congr rfl fun i _ => ?_
    -- the scalar resolvent identity
    have hr : resolvent c W e i - resolvent c W d i =
        (e - d) * (resolvent c W d i * resolvent c W e i) := by
      have h1 := mul_inv_cancel₀ (hd i)
      have h2 := mul_inv_cancel₀ (he i)
      unfold resolvent
      linear_combination (2 * c ^ 2 - W i - e)⁻¹ * (-h1) + (2 * c ^ 2 - W i - d)⁻¹ * h2
    have hc : (resolvent c W e i : ℂ) - resolvent c W d i =
        ((e : ℂ) - d) * (resolvent c W d i * resolvent c W e i) := by
      exact_mod_cast hr
    simp only [mul_diagonal]
    push_cast
    linear_combination ((c : ℂ) ^ 2 * Pᴴ j i * P i k) * hc
  simp only [zora, Matrix.sub_apply, Matrix.add_apply, Matrix.smul_apply, smul_eq_mul]
  linear_combination key
```

Monotonicity in the weights follows because the difference of the two operators is $P^\dagger DP$ with $D_i=(e-d)(g_i-f_i)\ge0$.

```lean
variable [Fintype n]

/-- For `d ≤ e`, a larger real diagonal weight `f` gives a larger operator
`(e - d) (1 + P† f P)` in the Loewner order. -/
theorem weight_mono (P : Matrix m n ℂ) {d e : ℝ} (hde : d ≤ e) {f g : m → ℝ}
    (hfg : ∀ i, f i ≤ g i) :
    (((e : ℂ) - d) • (1 + Pᴴ * diagonal (fun i => (g i : ℂ)) * P) -
      ((e : ℂ) - d) • (1 + Pᴴ * diagonal (fun i => (f i : ℂ)) * P)).PosSemidef := by
  have h : ((e : ℂ) - d) • (1 + Pᴴ * diagonal (fun i => (g i : ℂ)) * P) -
      ((e : ℂ) - d) • (1 + Pᴴ * diagonal (fun i => (f i : ℂ)) * P) =
      Pᴴ * diagonal (fun i => (((e - d) * (g i - f i) : ℝ) : ℂ)) * P := by
    ext j k
    simp only [Matrix.sub_apply, Matrix.add_apply, Matrix.smul_apply, smul_eq_mul]
    rw [← mul_sub, add_sub_add_left_eq_sub, Matrix.mul_apply, Matrix.mul_apply,
      Matrix.mul_apply, ← Finset.sum_sub_distrib, Finset.mul_sum]
    refine Finset.sum_congr rfl fun i _ => ?_
    simp only [mul_diagonal]
    push_cast
    ring
  rw [h]
  refine Matrix.PosSemidef.conjTranspose_mul_mul_same ?_ P
  exact Matrix.posSemidef_diagonal_iff.mpr fun i => Complex.zero_le_real.mpr
    (mul_nonneg (sub_nonneg.mpr hde) (sub_nonneg.mpr (hfg i)))
```

The two bounds are stated as `PosSemidef` for the corresponding differences. The hypothesis `hW` says that the shifted potential lies below $2c^2$ on every small-component basis state, which keeps the denominators positive. The step `mono` gives $r_i(d)\le r_i(e)$, and `weight_mono` is then used once for each bound.

```lean
/-- If `d ≤ e` and `W i + e < 2c²` for all `i`, then raising the constant shift from `d` to `e`
changes the ZORA Hamiltonian by at least `(e - d) (1 + X(d)† X(d))` and at most `(e - d) (1 + X(e)†
X(e))` in the Loewner order. -/
theorem zora_gauge_bounds (c : ℝ) (V : Matrix n n ℂ) (W : m → ℝ) (P : Matrix m n ℂ)
    {d e : ℝ} (hde : d ≤ e) (hW : ∀ i, W i + e < 2 * c ^ 2) :
    (zora c V W P e - zora c V W P d -
      ((e : ℂ) - d) • (1 + (smallComponent c W P d)ᴴ * smallComponent c W P d)).PosSemidef ∧
    (((e : ℂ) - d) • (1 + (smallComponent c W P e)ᴴ * smallComponent c W P e) -
      (zora c V W P e - zora c V W P d)).PosSemidef := by
  have pe : ∀ i, 0 < 2 * c ^ 2 - W i - e := fun i => by linarith [hW i]
  have pd : ∀ i, 0 < 2 * c ^ 2 - W i - d := fun i => by linarith [hW i]
  have re : ∀ i, 0 ≤ resolvent c W e i := fun i => (inv_pos.mpr (pe i)).le
  have rd : ∀ i, 0 ≤ resolvent c W d i := fun i => (inv_pos.mpr (pd i)).le
  -- the resolvent grows with the shift
  have mono : ∀ i, resolvent c W d i ≤ resolvent c W e i := fun i =>
    inv_anti₀ (pe i) (by linarith)
  rw [zora_sub c V W P d e (fun i => (pd i).ne') (fun i => (pe i).ne'),
    smallComponent_overlap, smallComponent_overlap, smallComponent_overlap]
  exact ⟨weight_mono P hde fun i => mul_le_mul_of_nonneg_left
      (mul_le_mul_of_nonneg_left (mono i) (rd i)) (sq_nonneg c),
    weight_mono P hde fun i => mul_le_mul_of_nonneg_left
      (mul_le_mul_of_nonneg_right (mono i) (re i)) (sq_nonneg c)⟩
```

## Expectation values in a fixed state

Here `x` need not be normalised; for $x\ne0$, dividing by $\sum_j|x_j|^2$ gives the change of the expectation value. The same `x` is used at both shifts, so orbital relaxation is not included. The proof applies `zora_sub` and moves $P$ onto both copies of `x`.

```lean
/-- If all denominators at the shifts `d` and `e` are nonzero, the quadratic form `x† H x` of a
vector `x`, not necessarily normalised, moves by `e - d` times the squared norm of `x`, plus `e - d`
times a weighted sum of the squared moduli of the entries of `P x`. -/
theorem expectation_shift (c : ℝ) (V : Matrix n n ℂ) (W : m → ℝ) (P : Matrix m n ℂ)
    (d e : ℝ) (hd : ∀ i, 2 * c ^ 2 - W i - d ≠ 0) (he : ∀ i, 2 * c ^ 2 - W i - e ≠ 0)
    (x : n → ℂ) :
    star x ⬝ᵥ (zora c V W P e *ᵥ x) - star x ⬝ᵥ (zora c V W P d *ᵥ x) =
      (((e - d) * (∑ j, Complex.normSq (x j) +
        ∑ i, c ^ 2 * (resolvent c W d i * resolvent c W e i) *
          Complex.normSq ((P *ᵥ x) i)) : ℝ) : ℂ) := by
  have hx : star x ⬝ᵥ x = ((∑ j, Complex.normSq (x j) : ℝ) : ℂ) := by
    simp only [dotProduct, Pi.star_apply, Complex.star_def, Complex.ofReal_sum,
      Complex.normSq_eq_conj_mul_self]
  rw [← dotProduct_sub, ← Matrix.sub_mulVec, zora_sub c V W P d e hd he,
    smallComponent_overlap, Matrix.smul_mulVec, Matrix.add_mulVec, Matrix.one_mulVec,
    dotProduct_smul, dotProduct_add, hx, ← Matrix.mulVec_mulVec, ← Matrix.mulVec_mulVec,
    Matrix.dotProduct_mulVec, ← Matrix.star_mulVec, smul_eq_mul, Complex.ofReal_mul,
    Complex.ofReal_sub, Complex.ofReal_add]
  congr 2
  rw [Complex.ofReal_sum]
  refine Finset.sum_congr rfl fun i _ => ?_
  rw [Matrix.mulVec_diagonal, Pi.star_apply, Complex.star_def,
    Complex.ofReal_mul (c ^ 2 * (resolvent c W d i * resolvent c W e i))
      (Complex.normSq ((P *ᵥ x) i)), Complex.normSq_eq_conj_mul_self]
  ring
```

For the equality case, the error is a sum of nonnegative terms. If it is zero, each term is zero, and the positive weights `pw` force every $(Px)_i$ to vanish.

```lean
/-- For `c ≠ 0`, `d < e` and `W i + e < 2c²` for all `i`, the quadratic form `x† H x` of a vector
`x`, not necessarily normalised, moves by exactly `e - d` times the squared norm of `x` if and only
if `P x = 0`. -/
theorem expectation_shift_exact_iff {c : ℝ} (hc : c ≠ 0) (V : Matrix n n ℂ) (W : m → ℝ)
    (P : Matrix m n ℂ) {d e : ℝ} (hde : d < e) (hW : ∀ i, W i + e < 2 * c ^ 2)
    (x : n → ℂ) :
    star x ⬝ᵥ (zora c V W P e *ᵥ x) - star x ⬝ᵥ (zora c V W P d *ᵥ x) =
      (((e - d) * ∑ j, Complex.normSq (x j) : ℝ) : ℂ) ↔ P *ᵥ x = 0 := by
  have pe : ∀ i, 0 < 2 * c ^ 2 - W i - e := fun i => by linarith [hW i]
  have pd : ∀ i, 0 < 2 * c ^ 2 - W i - d := fun i => by linarith [hW i]
  have pw : ∀ i, 0 < c ^ 2 * (resolvent c W d i * resolvent c W e i) := fun i =>
    mul_pos (pow_pos (abs_pos.mpr hc) 2 |>.trans_eq (sq_abs c))
      (mul_pos (inv_pos.mpr (pd i)) (inv_pos.mpr (pe i)))
  rw [expectation_shift c V W P d e (fun i => (pd i).ne') (fun i => (pe i).ne') x,
    Complex.ofReal_inj]
  constructor
  · intro h
    have h1 := mul_left_cancel₀ (sub_ne_zero.mpr hde.ne') h
    have h2 := add_eq_left.mp h1
    -- a vanishing sum of nonnegative terms vanishes term by term
    rw [Finset.sum_eq_zero_iff_of_nonneg
      (fun i _ => mul_nonneg (pw i).le (Complex.normSq_nonneg _))] at h2
    funext i
    exact Complex.normSq_eq_zero.mp
      ((mul_eq_zero.mp (h2 i (Finset.mem_univ i))).resolve_left (pw i).ne')
  · intro h
    simp [h]

end

end ZoraGaugeShift
```

```lean
#print axioms ZoraGaugeShift.zora_shifted_potentials
#print axioms ZoraGaugeShift.zora_isHermitian
#print axioms ZoraGaugeShift.zora_gauge_bounds
#print axioms ZoraGaugeShift.expectation_shift_exact_iff
```

```
'ZoraGaugeShift.zora_shifted_potentials' depends on axioms: [propext, Classical.choice, Quot.sound]
'ZoraGaugeShift.zora_isHermitian' depends on axioms: [propext, Classical.choice, Quot.sound]
'ZoraGaugeShift.zora_gauge_bounds' depends on axioms: [propext, Classical.choice, Quot.sound]
'ZoraGaugeShift.expectation_shift_exact_iff' depends on axioms: [propext, Classical.choice, Quot.sound]
```
